# One unitary and one blank state clone two states only if they are equal or orthogonal

A pure state of a system with finitely many levels is described by a unit vector of complex amplitudes $\psi_i$, whose global phase has no physical meaning. The overlap of two states is conjugate-linear in the first:
$$\langle\psi,\varphi\rangle=\sum_i \overline{\psi_i}\,\varphi_i .$$
The product state $\psi\otimes\varphi$ has amplitudes $\psi_i\varphi_j$, labelled by pairs $(i,j)$. A unitary $U$ on the two-copy space *clones* $\psi$ from the blank state $e$ if $U(\psi\otimes e)=\psi\otimes\psi$. This is an equation between vectors, so the global phase counts.

## Comparing overlaps before and after cloning

Suppose $U$ clones both $\psi$ and $\varphi$ from $e$. Then $\psi=\varphi$ or $\langle\psi,\varphi\rangle=0$.

Overlaps of product states factorise:
$$\langle a\otimes b,\,c\otimes d\rangle=\sum_{i,j}\overline{a_i}\,\overline{b_j}\,c_i d_j=\langle a,c\rangle\langle b,d\rangle .$$
Since $U^\dagger U=1$, any two cloned states $x,y$ satisfy
$$\langle x,y\rangle^2=\langle Ux_e,Uy_e\rangle=\langle x_e,y_e\rangle=\langle x,y\rangle\langle e,e\rangle,\qquad x_e=x\otimes e,\quad y_e=y\otimes e.$$
A nonzero overlap $\langle x,y\rangle$ therefore equals $\langle e,e\rangle$. If $\langle\psi,\varphi\rangle\neq0$, neither vector is zero, and all four overlaps among $\psi$ and $\varphi$ equal $\langle e,e\rangle$. Hence
$$\langle\psi-\varphi,\psi-\varphi\rangle=\langle\psi,\psi\rangle-\langle\psi,\varphi\rangle-\langle\varphi,\psi\rangle+\langle\varphi,\varphi\rangle=0,$$
and $\psi=\varphi$. Normalisation was not used.

**With a machine.** Let the blank and a machine start in a joint unit state $w$, and let the machine end in $a$ or $b$, depending on the input:
$$U(\psi\otimes w)=\psi\otimes\psi\otimes a,\qquad U(\varphi\otimes w)=\varphi\otimes\varphi\otimes b .$$
For unit $\psi,\varphi$, preservation of norms gives $\langle a,a\rangle=\langle b,b\rangle=1$. With $s=\langle\psi,\varphi\rangle$ and $t=\langle a,b\rangle$, preservation of the overlap gives $s^2t=s$. So either $s=0$ or $st=1$. The part of $\varphi$ orthogonal to $\psi$ has squared norm
$$\langle\varphi-s\psi,\varphi-s\psi\rangle=1-|s|^2-|s|^2+|s|^2=1-|s|^2\ge0,$$
so $|s|\le1$, and likewise $|t|\le1$. If $st=1$, then $|s|=1$, the orthogonal part vanishes, and $\varphi=s\psi$. The phase survives because the machine's final state can absorb it.

## A qubit example with overlap 3/5

Take $\psi=|0\rangle$ and $\varphi=\tfrac35|0\rangle+\tfrac45|1\rangle$, so $\langle\psi,\varphi\rangle=\tfrac35$. With a unit blank state, cloning both would require $\tfrac9{25}=\tfrac35$, which is false.

The CNOT gate with blank $|0\rangle$ does clone $|0\rangle$ and $|1\rangle$. On $\varphi$, however, it gives $\tfrac35|00\rangle+\tfrac45|11\rangle$, whereas
$$\varphi\otimes\varphi=\tfrac9{25}|00\rangle+\tfrac{12}{25}|01\rangle+\tfrac{12}{25}|10\rangle+\tfrac{16}{25}|11\rangle .$$
The overlap of these two vectors is $\tfrac{27}{125}+\tfrac{64}{125}=\tfrac{91}{125}$, not 1.

In a NumPy state-vector program the comparison is between `U @ np.kron(phi, e)` and `np.kron(phi, phi)`, and `np.vdot(psi, phi)` gives the overlap with the convention used here. Copying the array `phi` in memory is always possible, but it duplicates a classical description of the state and is not a gate acting on the register. For pure states of finite registers, the machine version means that a unitary circuit cannot exactly duplicate an unknown input drawn from a set containing two non-orthogonal unit vectors that differ by more than a global phase.

## States, products and overlaps in Lean

The finite types `m`, `n` and `k` label basis states.

```lean
import Mathlib

open Matrix

namespace NoCloning

noncomputable section

variable {m n k : Type*} [Fintype m] [Fintype n] [Fintype k]
```

The overlap is Mathlib's dot product with the first vector conjugated.

```lean
/-- The overlap `⟨ψ, φ⟩` of two state vectors, conjugate-linear in the first. -/
def overlap (ψ φ : n → ℂ) : ℂ := star ψ ⬝ᵥ φ
```

A two-system state is a function on pairs, which is also the index type of the matrices acting on it.

```lean
/-- The product state `ψ ⊗ φ` of two systems, with amplitudes `ψ i * φ j`. -/
def tensor {m n : Type*} (ψ : m → ℂ) (φ : n → ℂ) : m × n → ℂ :=
  fun p => ψ p.1 * φ p.2
```

Factorisation is the double sum above, rearranged term by term.

```lean
/-- The overlap of two product states is the product of the overlaps of the factors. -/
theorem overlap_tensor (a c : m → ℂ) (b d : n → ℂ) :
    overlap (tensor a b) (tensor c d) = overlap a c * overlap b d := by
  simp only [overlap, dotProduct, Pi.star_apply, tensor, star_mul',
    Fintype.sum_prod_type, Finset.sum_mul_sum]
  refine Finset.sum_congr rfl fun i _ => Finset.sum_congr rfl fun j _ => ?_
  ring
```

Membership in `Matrix.unitaryGroup` supplies $U^\dagger U=1$. The rewrites move $U$ from the second vector onto the first, where the product collapses to the identity.

```lean
/-- Unitary evolution preserves overlaps. -/
theorem overlap_unitary [DecidableEq n] {U : Matrix n n ℂ}
    (hU : U ∈ Matrix.unitaryGroup n ℂ) (x y : n → ℂ) :
    overlap (U *ᵥ x) (U *ᵥ y) = overlap x y := by
  have h : Uᴴ * U = 1 := Matrix.mem_unitaryGroup_iff'.mp hU
  unfold overlap
  rw [Matrix.star_mulVec, Matrix.dotProduct_mulVec, Matrix.vecMul_vecMul, h,
    Matrix.vecMul_one]
```

The next two results identify $\langle x,x\rangle$ with $\sum_i|x_i|^2$ and conclude that a vector of zero norm is zero.

```lean
/-- The overlap of a vector with itself is the sum of the squared absolute values of its amplitudes.
-/
theorem overlap_self (x : n → ℂ) :
    overlap x x = ((∑ i, ‖x i‖ ^ 2 : ℝ) : ℂ) := by
  unfold overlap dotProduct
  push_cast
  exact Finset.sum_congr rfl fun i _ => Complex.conj_mul' (x i)

private lemma eq_zero_of_overlap_self {x : n → ℂ} (h : overlap x x = 0) : x = 0 := by
  rw [overlap_self, Complex.ofReal_eq_zero,
    Finset.sum_eq_zero_iff_of_nonneg (fun i _ => sq_nonneg _)] at h
  funext i
  simpa using h i (Finset.mem_univ i)
```

Exchanging the arguments conjugates the overlap.

```lean
private lemma overlap_star (φ ψ : n → ℂ) : overlap φ ψ = star (overlap ψ φ) := by
  simp [overlap, dotProduct, mul_comm]
```

## The equal-or-orthogonal theorem

The hypotheses `hψ` and `hφ` are the two cloning equations, with the same `U` and `e`. None of the vectors is assumed normalised, so unit vectors are a special case. Inside the proof, `key` is the statement that a nonzero overlap equals $\langle e,e\rangle$. It is applied to all four pairs, and `hexp` is the expansion of $\langle\psi-\varphi,\psi-\varphi\rangle$.

```lean
/-- **No-cloning theorem.** If one unitary and one blank state `e` clone both `ψ` and `φ`,
then `ψ` and `φ` are equal or orthogonal. -/
theorem no_cloning [DecidableEq n] {U : Matrix (n × n) (n × n) ℂ}
    (hU : U ∈ Matrix.unitaryGroup (n × n) ℂ) {ψ φ e : n → ℂ}
    (hψ : U *ᵥ tensor ψ e = tensor ψ ψ) (hφ : U *ᵥ tensor φ e = tensor φ φ) :
    ψ = φ ∨ overlap ψ φ = 0 := by
  -- a nonzero overlap of two cloned states must equal `⟨e, e⟩`
  have key : ∀ x y : n → ℂ, U *ᵥ tensor x e = tensor x x →
      U *ᵥ tensor y e = tensor y y → overlap x y ≠ 0 →
      overlap x y = overlap e e := by
    intro x y hx hy h0
    have h := overlap_unitary hU (tensor x e) (tensor y e)
    rw [hx, hy] at h
    simp only [overlap_tensor] at h
    exact mul_left_cancel₀ h0 h
  by_cases hs : overlap ψ φ = 0
  · exact Or.inr hs
  left
  have hs' : overlap φ ψ ≠ 0 := by
    rw [overlap_star φ ψ]
    exact star_ne_zero.mpr hs
  have h1 : overlap ψ ψ ≠ 0 := fun h => hs (by
    rw [eq_zero_of_overlap_self h]
    simp [overlap])
  have h2 : overlap φ φ ≠ 0 := fun h => hs (by
    rw [eq_zero_of_overlap_self h]
    simp [overlap])
  -- hence the difference of the two states has zero norm
  have hexp : overlap (ψ - φ) (ψ - φ) =
      overlap ψ ψ - overlap ψ φ - (overlap φ ψ - overlap φ φ) := by
    simp only [overlap, star_sub, sub_dotProduct, dotProduct_sub]
    ring
  rw [key ψ ψ hψ hψ h1, key ψ φ hψ hφ hs, key φ ψ hφ hψ hs', key φ φ hφ hφ h2] at hexp
  exact sub_eq_zero.mp (eq_zero_of_overlap_self (by rw [hexp]; ring))
```

## Allowing the machine to change

The squared norm of the orthogonal part comes first, followed by the bound $|\langle\psi,\varphi\rangle|\le1$ that it implies for unit vectors.

```lean
/-- For unit vectors, the part of `φ` orthogonal to `ψ` has squared norm
`1 - |⟨ψ, φ⟩|²`. -/
theorem overlap_residual {ψ φ : n → ℂ} (hψ : overlap ψ ψ = 1) (hφ : overlap φ φ = 1) :
    overlap (φ - overlap ψ φ • ψ) (φ - overlap ψ φ • ψ) =
      ((1 - ‖overlap ψ φ‖ ^ 2 : ℝ) : ℂ) := by
  have hexp : ∀ s : ℂ, overlap (φ - s • ψ) (φ - s • ψ) =
      overlap φ φ - s * overlap φ ψ - star s * (overlap ψ φ - s * overlap ψ ψ) := by
    intro s
    simp only [overlap, star_sub, star_smul, sub_dotProduct, dotProduct_sub,
      smul_dotProduct, dotProduct_smul, smul_eq_mul]
    ring
  have hn : star (overlap ψ φ) * overlap ψ φ = (‖overlap ψ φ‖ : ℂ) ^ 2 :=
    Complex.conj_mul' _
  rw [hexp, hψ, hφ, overlap_star φ ψ]
  push_cast
  linear_combination (-1 : ℂ) * hn

private lemma norm_overlap_le_one {ψ φ : n → ℂ} (hψ : overlap ψ ψ = 1)
    (hφ : overlap φ φ = 1) : ‖overlap ψ φ‖ ≤ 1 := by
  have h := overlap_residual hψ hφ
  rw [overlap_self] at h
  have h' := Complex.ofReal_injective h
  have h0 : 0 ≤ 1 - ‖overlap ψ φ‖ ^ 2 := by
    rw [← h']
    exact Finset.sum_nonneg fun i _ => sq_nonneg _
  nlinarith [norm_nonneg (overlap ψ φ)]
```

In the machine theorem the index type `n × (n × k)` holds the input, the blank and the machine; `w` may be entangled between the last two. The facts `ha`, `hb` and `hab` are the two norm equations and the overlap equation, and `hst` is $st=1$. The phase `c` in the conclusion is the overlap itself.

```lean
/-- **No-cloning with a machine.** Blank and machine start in a joint unit state `w`, and the
machine may end in a state `a` or `b` that depends on the input. If unit vectors `ψ` and `φ` are
both cloned by one unitary, they are orthogonal or differ by a phase. -/
theorem no_cloning_machine [DecidableEq n] [DecidableEq k]
    {U : Matrix (n × (n × k)) (n × (n × k)) ℂ}
    (hU : U ∈ Matrix.unitaryGroup (n × (n × k)) ℂ)
    {ψ φ : n → ℂ} {w : n × k → ℂ} {a b : k → ℂ}
    (nψ : overlap ψ ψ = 1) (nφ : overlap φ φ = 1) (nw : overlap w w = 1)
    (hψ : U *ᵥ tensor ψ w = tensor ψ (tensor ψ a))
    (hφ : U *ᵥ tensor φ w = tensor φ (tensor φ b)) :
    overlap ψ φ = 0 ∨ ∃ c : ℂ, ‖c‖ = 1 ∧ φ = c • ψ := by
  have ha := overlap_unitary hU (tensor ψ w) (tensor ψ w)
  have hb := overlap_unitary hU (tensor φ w) (tensor φ w)
  have hab := overlap_unitary hU (tensor ψ w) (tensor φ w)
  rw [hψ] at ha
  rw [hφ] at hb
  rw [hψ, hφ] at hab
  simp only [overlap_tensor, nψ, nφ, nw, one_mul, mul_one] at ha hb hab
  by_cases hs : overlap ψ φ = 0
  · exact Or.inl hs
  right
  -- the overlaps of inputs and of final machine states multiply to one
  have hst : overlap ψ φ * overlap a b = 1 :=
    mul_left_cancel₀ hs (by rw [hab, mul_one])
  have hnorm : ‖overlap ψ φ‖ * ‖overlap a b‖ = 1 := by
    rw [← norm_mul, hst, norm_one]
  have h1 : ‖overlap ψ φ‖ = 1 := by
    apply le_antisymm (norm_overlap_le_one nψ nφ)
    nlinarith [norm_overlap_le_one ha hb, norm_nonneg (overlap ψ φ)]
  refine ⟨overlap ψ φ, h1, sub_eq_zero.mp (eq_zero_of_overlap_self ?_)⟩
  rw [overlap_residual nψ nφ, h1]
  norm_num
```

Both theorems concern exact cloning of pure states in finite dimension; approximate cloning and mixed inputs are not treated.

## No cloner for every unit vector

`Nontrivial n` says that there are at least two levels. The proof picks distinct levels `i` and `j` and applies `no_cloning` to the basis state $|i\rangle$ and to $\tfrac35|i\rangle+\tfrac45|j\rangle$. Equality fails at amplitude `j`, and orthogonality fails because the overlap is $\tfrac35$. This statement concerns a cloner without a machine register, and it demands the exact global phase, which already fails for $\psi$ and $-\psi$: if $U(\psi\otimes e)=\psi\otimes\psi$, then $-\psi\otimes e$ goes to $-\psi\otimes\psi$, not to $(-\psi)\otimes(-\psi)=\psi\otimes\psi$. A cloner that is right only up to a phase, with a unit blank state, is excluded by `no_cloning_machine` applied to the same two states, with a one-level machine whose final amplitude is the phase.

```lean
/-- For a system with at least two levels, no unitary and blank state clone every
unit vector. -/
theorem no_universal_cloner [DecidableEq n] [Nontrivial n] :
    ¬ ∃ U ∈ Matrix.unitaryGroup (n × n) ℂ, ∃ e : n → ℂ,
      ∀ ψ : n → ℂ, overlap ψ ψ = 1 → U *ᵥ tensor ψ e = tensor ψ ψ := by
  rintro ⟨U, hU, e, h⟩
  obtain ⟨i, j, hij⟩ := exists_pair_ne n
  have hs : ∀ (l : n) (x : n → ℂ), star (Pi.single l (1 : ℂ) : n → ℂ) ⬝ᵥ x = x l := by
    intro l x
    rw [dotProduct, Finset.sum_eq_single l]
    · simp
    · intro r _ hr
      simp [hr]
    · simp
  -- a basis state and a superposition that overlaps with it
  let φ : n → ℂ := (3 / 5 : ℂ) • Pi.single i 1 + (4 / 5 : ℂ) • Pi.single j 1
  have hi : φ i = 3 / 5 := by simp [φ, hij]
  have hj : φ j = 4 / 5 := by simp [φ, hij.symm]
  have n1 : overlap (Pi.single i (1 : ℂ) : n → ℂ) (Pi.single i 1) = 1 := by
    rw [overlap, hs]
    simp
  have n2 : overlap φ φ = 1 := by
    have hx : overlap φ φ = star (3 / 5 : ℂ) * φ i + star (4 / 5 : ℂ) * φ j := by
      rw [← hs i φ, ← hs j φ]
      change star ((3 / 5 : ℂ) • Pi.single i 1 + (4 / 5 : ℂ) • Pi.single j 1) ⬝ᵥ φ = _
      simp only [star_add, star_smul, add_dotProduct, smul_dotProduct, smul_eq_mul]
    rw [hx, hi, hj]
    norm_num
  rcases no_cloning hU (h _ n1) (h _ n2) with h0 | h0
  · have h1 := congrFun h0 j
    rw [hj, Pi.single_eq_of_ne hij.symm] at h1
    norm_num at h1
  · rw [overlap, hs, hi] at h0
    norm_num at h0
```

## A gate that clones a whole basis

Orthogonal unit vectors really can be cloned by one gate. The gate $|i,j\rangle\mapsto|i,i+j\rangle$, with addition modulo $d$, is CNOT when $d=2$. In the matrix, `q` is the input pair and `p` the output pair.

```lean
/-- The gate `|i, j⟩ ↦ |i, i + j⟩` with labels in `ZMod d`; for `d ≠ 0` it is the modular-addition
gate on two `d`-level systems. -/
def copier (d : ℕ) : Matrix (ZMod d × ZMod d) (ZMod d × ZMod d) ℂ :=
  Matrix.of fun p q => if p = (q.1, q.1 + q.2) then 1 else 0
```

The condition `NeZero d` makes `ZMod d` a finite set of $d$ levels. For unitarity, entry $(p,q)$ of $U^\dagger U$ has a single surviving term, which is 1 exactly when `p` and `q` have the same image; `key` shows that this means `p = q`. For cloning, only the input pair `(i, 0)` contributes to the matrix-vector product, and it is sent to `(i, i)`.

```lean
/-- For `d ≠ 0` the modular-addition gate is unitary and, with blank state `|0⟩`, clones every basis
state. -/
theorem copier_clones_basis (d : ℕ) [NeZero d] :
    copier d ∈ Matrix.unitaryGroup (ZMod d × ZMod d) ℂ ∧
    ∀ i : ZMod d, copier d *ᵥ tensor (Pi.single i 1) (Pi.single 0 1) =
      tensor (Pi.single i 1) (Pi.single i 1) := by
  constructor
  · rw [Matrix.mem_unitaryGroup_iff']
    ext p q
    -- the gate permutes the product basis
    have key : ((p.1, p.1 + p.2) = (q.1, q.1 + q.2)) ↔ p = q := by
      constructor
      · intro h
        obtain ⟨h1, h2⟩ := Prod.mk.inj h
        rw [h1] at h2
        exact Prod.ext h1 (add_left_cancel h2)
      · rintro rfl
        rfl
    rw [Matrix.mul_apply, Matrix.one_apply]
    simp only [Matrix.star_apply, copier, Matrix.of_apply]
    rw [Finset.sum_eq_single (p.1, p.1 + p.2)]
    · simp only [↓reduceIte, star_one, one_mul, key]
    · intro r _ hr
      rw [if_neg hr, star_zero, zero_mul]
    · intro h
      exact absurd (Finset.mem_univ _) h
  · intro i
    ext ⟨a, b⟩
    simp only [Matrix.mulVec, dotProduct, tensor, copier, Matrix.of_apply]
    rw [Finset.sum_eq_single (i, 0)]
    · by_cases ha : a = i <;> by_cases hb : b = i <;> simp [ha, hb]
    · rintro ⟨x, y⟩ _ hr
      by_cases hx : x = i
      · have hy : y ≠ 0 := fun hy => hr (by rw [hx, hy])
        simp [hy]
      · simp [hx]
    · intro h
      exact absurd (Finset.mem_univ _) h

end

end NoCloning
```

```lean
#print axioms NoCloning.no_cloning_machine
#print axioms NoCloning.no_universal_cloner
#print axioms NoCloning.copier_clones_basis
```

```
'NoCloning.no_cloning_machine' depends on axioms: [propext, Classical.choice, Quot.sound]
'NoCloning.no_universal_cloner' depends on axioms: [propext, Classical.choice, Quot.sound]
'NoCloning.copier_clones_basis' depends on axioms: [propext, Classical.choice, Quot.sound]
```
